# With finitely many fermionic modes, no normalised orbital has mean occupation above 1

## Can interference overfill an orbital?

For one fermionic mode, $c^2=0$ and $cc^\dagger+c^\dagger c=1$ give $(c^\dagger c)^2=c^\dagger(1-c^\dagger c)c=c^\dagger c$, so a measurement of the occupation gives 0 or 1, and its mean lies between them. With two modes I can also ask about the orbital annihilated by $(c_1+c_2)/\sqrt2$. Its number operator is
$$\tfrac12(c_1^\dagger c_1+c_2^\dagger c_2)+\tfrac12(c_1^\dagger c_2+c_2^\dagger c_1).$$
The first bracket alone can contribute 1, and the second can be positive. What stops a correlated state from pushing the total above 1?

## Particle and hole weights share a fixed total

The two contributions can't both be large. With both modes full, the cross terms average to zero; with one particle in the symmetric orbital, each bracket contributes $\tfrac12$. Both totals are 1.

In general, let $f\in\mathbb C^n$, $A=c(f)=\sum_j\overline{f_j}\,c_j$ and $N(f)=A^\dagger A$. The canonical anticommutation relations (CAR) give
$$\{c(f),c(g)\}=\sum_{i,j}\overline{f_i}\,\overline{g_j}\{c_i,c_j\}=0,$$
$$\{c(f),c(g)^\dagger\}=\sum_{i,j}\overline{f_i}\,g_j\,\delta_{ij}=\langle f,g\rangle.$$
For $g=f$ this means $A^2=0$ and $AA^\dagger+A^\dagger A=\|f\|^2$. Therefore
$$N(f)^2=A^\dagger(\|f\|^2-A^\dagger A)A=\|f\|^2N(f)-(A^\dagger)^2A^2=\|f\|^2N(f).$$
In a unit vector $v$, the second relation becomes
$$\langle v,N(f)v\rangle+\|A^\dagger v\|^2=\|f\|^2.$$
The first term is $\|Av\|^2\ge0$, and the second is also nonnegative, so $0\le\langle v,N(f)v\rangle\le\|f\|^2$. The upper bound is reached exactly when $A^\dagger v=0$: no further particle can be added to $f$.

With the density matrix $\gamma_{ij}=\langle v,c_j^\dagger c_i v\rangle$, expanding $N(f)$ gives $\langle v,N(f)v\rangle=\sum_{i,j}\overline{f_i}\gamma_{ij}f_j$. If $\gamma f=\mu f$ with $f\ne0$, this equals $\mu\|f\|^2$, and division by $\|f\|^2$ yields $0\le\mu\le1$.

The relations between different modes matter. Take $c_1=c_2=a$, where $a$ is a single fermionic mode. Then all $\{c_i,c_j\}$ vanish and each mode satisfies its own relation, but $\{c_1,c_2^\dagger\}=1$. The orbital with annihilator $A=(c_1+c_2)/\sqrt2$ now has $A=\sqrt2\,a$ and occupation 2 in the filled state. The bound thus needs some condition on $\{c_i,c_j^\dagger\}$ for $i\ne j$.

In the Lean code, `ι` labels the modes and `m` the basis of the many-particle space; both are finite. `IsCAR` assumes the relations, so fermionic statistics is an input. `smeared`, `occupation` and `rdm` are $c(f)$, $N(f)$ and $\gamma$; some texts use the transpose of this $\gamma$. `expect A v` is $\langle v,Av\rangle$, and the hypothesis `star v ⬝ᵥ v = 1` normalises the state. An inequality in `ℂ` compares real parts and requires equal imaginary parts, so the bounds also say that the occupation is real.

```lean
import Mathlib

open Matrix
open scoped ComplexOrder

namespace PauliOccupationBound

noncomputable section

variable {ι m : Type*} [Fintype ι] [DecidableEq ι] [Fintype m] [DecidableEq m]

/-- The canonical anticommutation relations for a family of annihilation matrices. -/
structure IsCAR (c : ι → Matrix m m ℂ) : Prop where
  anti : ∀ i j, c i * c j + c j * c i = 0
  car : ∀ i j, c i * (c j)ᴴ + (c j)ᴴ * c i = if i = j then 1 else 0

/-- The annihilator `c(f) = ∑ conj(f_j) c_j` of the orbital `f`. -/
def smeared (c : ι → Matrix m m ℂ) (f : EuclideanSpace ℂ ι) : Matrix m m ℂ :=
  ∑ j, star (f j) • c j

/-- The occupation operator `c(f)† c(f)` of the orbital `f`. -/
def occupation (c : ι → Matrix m m ℂ) (f : EuclideanSpace ℂ ι) : Matrix m m ℂ :=
  (smeared c f)ᴴ * smeared c f

/-- The expression `⟨v, A v⟩`, the expectation value of `A` when `v` is a unit vector. -/
def expect (A : Matrix m m ℂ) (v : m → ℂ) : ℂ := star v ⬝ᵥ A *ᵥ v

/-- The one-particle density matrix `γ_ij = ⟨v, c_j† c_i v⟩`. -/
def rdm (c : ι → Matrix m m ℂ) (v : m → ℂ) : Matrix ι ι ℂ :=
  fun i j => expect ((c j)ᴴ * c i) v

omit [DecidableEq ι] in
/-- The inner product of an orbital with itself is its squared Euclidean norm. -/
theorem star_dot_self (f : EuclideanSpace ℂ ι) :
    star f.ofLp ⬝ᵥ f.ofLp = ((‖f‖ ^ 2 : ℝ) : ℂ) := by
  rw [EuclideanSpace.norm_sq_eq, Complex.ofReal_sum]
  refine Finset.sum_congr rfl fun i _ => ?_
  rw [Complex.ofReal_pow]
  exact Complex.conj_mul' (f i)

/-- Under the CAR, the annihilators of any two orbitals anticommute. -/
theorem smeared_anticomm {c : ι → Matrix m m ℂ} (h : IsCAR c) (f g : EuclideanSpace ℂ ι) :
    smeared c f * smeared c g + smeared c g * smeared c f = 0 := by
  have e1 : smeared c f * smeared c g
      = ∑ i, ∑ j, (star (f i) * star (g j)) • (c i * c j) := by
    simp only [smeared, Finset.sum_mul_sum, smul_mul_smul_comm]
  have e2 : smeared c g * smeared c f
      = ∑ i, ∑ j, (star (f i) * star (g j)) • (c j * c i) := by
    simp only [smeared, Finset.sum_mul_sum, smul_mul_smul_comm]
    rw [Finset.sum_comm]
    exact Finset.sum_congr rfl fun i _ => Finset.sum_congr rfl fun j _ => by
      rw [mul_comm (star (g j))]
  rw [e1, e2, ← Finset.sum_add_distrib]
  refine Finset.sum_eq_zero fun i _ => ?_
  rw [← Finset.sum_add_distrib]
  refine Finset.sum_eq_zero fun j _ => ?_
  rw [← smul_add, h.anti, smul_zero]

/-- Under the CAR, the anticommutator of `c(f)` and `c(g)†` is the inner product of
`f` and `g` times the identity. -/
theorem smeared_car {c : ι → Matrix m m ℂ} (h : IsCAR c) (f g : EuclideanSpace ℂ ι) :
    smeared c f * (smeared c g)ᴴ + (smeared c g)ᴴ * smeared c f
      = (star f.ofLp ⬝ᵥ g.ofLp) • (1 : Matrix m m ℂ) := by
  have hg : (smeared c g)ᴴ = ∑ j, g j • (c j)ᴴ := by
    simp [smeared, Matrix.conjTranspose_sum, Matrix.conjTranspose_smul]
  have e1 : smeared c f * (smeared c g)ᴴ
      = ∑ i, ∑ j, (star (f i) * g j) • (c i * (c j)ᴴ) := by
    rw [hg]
    simp only [smeared, Finset.sum_mul_sum, smul_mul_smul_comm]
  have e2 : (smeared c g)ᴴ * smeared c f
      = ∑ i, ∑ j, (star (f i) * g j) • ((c j)ᴴ * c i) := by
    rw [hg]
    simp only [smeared, Finset.sum_mul_sum, smul_mul_smul_comm]
    rw [Finset.sum_comm]
    exact Finset.sum_congr rfl fun i _ => Finset.sum_congr rfl fun j _ => by
      rw [mul_comm (g j)]
  rw [e1, e2, ← Finset.sum_add_distrib, dotProduct, Finset.sum_smul]
  refine Finset.sum_congr rfl fun i _ => ?_
  rw [← Finset.sum_add_distrib]
  -- only the diagonal term j = i survives
  simp only [← smul_add, h.car]
  simp only [smul_ite, smul_zero, Finset.sum_ite_eq, Finset.mem_univ, if_true, Pi.star_apply]

/-- Under the CAR, the occupation operator satisfies `N(f)² = ‖f‖² N(f)`. -/
theorem occupation_sq {c : ι → Matrix m m ℂ} (h : IsCAR c) (f : EuclideanSpace ℂ ι) :
    occupation c f ^ 2 = ((‖f‖ ^ 2 : ℝ) : ℂ) • occupation c f := by
  have hc := smeared_car h f f
  rw [star_dot_self] at hc
  -- an orbital cannot be emptied twice
  have h2 : (2 : ℂ) • (smeared c f * smeared c f) = 0 := by
    rw [two_smul]
    exact smeared_anticomm h f f
  have hA := (smul_eq_zero.mp h2).resolve_left two_ne_zero
  unfold occupation
  generalize smeared c f = A at hc hA ⊢
  calc (Aᴴ * A) ^ 2 = Aᴴ * (A * Aᴴ + Aᴴ * A) * A - Aᴴ * Aᴴ * (A * A) := by noncomm_ring
    _ = ((‖f‖ ^ 2 : ℝ) : ℂ) • (Aᴴ * A) := by
      rw [hc, hA]
      simp only [mul_smul_comm, smul_mul_assoc, mul_one, mul_zero, sub_zero]

/-- Under the CAR and for a unit vector `v`, the occupation of `f` and the squared norm of
`c(f)† v` add up to `‖f‖²`. -/
theorem occupation_add_hole {c : ι → Matrix m m ℂ} (h : IsCAR c) (f : EuclideanSpace ℂ ι)
    {v : m → ℂ} (hv : star v ⬝ᵥ v = 1) :
    expect (occupation c f) v + star ((smeared c f)ᴴ *ᵥ v) ⬝ᵥ ((smeared c f)ᴴ *ᵥ v)
      = ((‖f‖ ^ 2 : ℝ) : ℂ) := by
  have hc := smeared_car h f f
  rw [star_dot_self] at hc
  rw [Matrix.star_mulVec, ← Matrix.dotProduct_mulVec, Matrix.mulVec_mulVec,
    Matrix.conjTranspose_conjTranspose, expect, occupation, ← dotProduct_add,
    ← Matrix.add_mulVec, add_comm, hc, Matrix.smul_mulVec, Matrix.one_mulVec,
    dotProduct_smul, hv, smul_eq_mul, mul_one]

/-- The Pauli bound: under the CAR, the occupation of the orbital `f` in a unit vector `v`
is real and lies between `0` and `‖f‖²`. -/
theorem pauli_bound {c : ι → Matrix m m ℂ} (h : IsCAR c) (f : EuclideanSpace ℂ ι)
    {v : m → ℂ} (hv : star v ⬝ᵥ v = 1) :
    0 ≤ expect (occupation c f) v ∧
      expect (occupation c f) v ≤ ((‖f‖ ^ 2 : ℝ) : ℂ) := by
  refine ⟨(Matrix.posSemidef_conjTranspose_mul_self (smeared c f)).dotProduct_mulVec_nonneg v, ?_⟩
  rw [← occupation_add_hole h f hv]
  exact le_add_of_nonneg_right (dotProduct_star_self_nonneg _)

/-- Under the CAR, a unit vector `v` attains the upper Pauli bound exactly when
`c(f)†` annihilates it. -/
theorem pauli_bound_eq_iff {c : ι → Matrix m m ℂ} (h : IsCAR c) (f : EuclideanSpace ℂ ι)
    {v : m → ℂ} (hv : star v ⬝ᵥ v = 1) :
    expect (occupation c f) v = ((‖f‖ ^ 2 : ℝ) : ℂ) ↔ (smeared c f)ᴴ *ᵥ v = 0 := by
  have hs := occupation_add_hole h f hv
  rw [← dotProduct_star_self_eq_zero]
  constructor <;> intro e <;> linear_combination hs - e

omit [DecidableEq ι] in
/-- The expression `⟨v, N(f) v⟩` is the quadratic form of the one-particle density matrix
at `f`. -/
theorem expect_occupation (c : ι → Matrix m m ℂ) (f : EuclideanSpace ℂ ι) (v : m → ℂ) :
    expect (occupation c f) v = star f.ofLp ⬝ᵥ rdm c v *ᵥ f.ofLp := by
  have hN : occupation c f = ∑ j, ∑ i, (f j * star (f i)) • ((c j)ᴴ * c i) := by
    have hf : (smeared c f)ᴴ = ∑ j, f j • (c j)ᴴ := by
      simp [smeared, Matrix.conjTranspose_sum, Matrix.conjTranspose_smul]
    rw [occupation, hf]
    simp only [smeared, Finset.sum_mul_sum, smul_mul_smul_comm]
  have lin : expect (occupation c f) v
      = ∑ j, ∑ i, f j * star (f i) * expect ((c j)ᴴ * c i) v := by
    rw [hN]
    simp only [expect, Matrix.sum_mulVec, dotProduct_sum, Matrix.smul_mulVec,
      dotProduct_smul, smul_eq_mul]
  rw [lin, Finset.sum_comm]
  change _ = ∑ i, star (f i) * ∑ j, expect ((c j)ᴴ * c i) v * f j
  refine Finset.sum_congr rfl fun i _ => ?_
  rw [Finset.mul_sum]
  exact Finset.sum_congr rfl fun j _ => by ring

/-- Under the CAR, every eigenvalue of the one-particle density matrix of a unit vector
(a natural occupation number) is real and lies between `0` and `1`. -/
theorem natural_occupation_bound {c : ι → Matrix m m ℂ} (h : IsCAR c)
    {v : m → ℂ} (hv : star v ⬝ᵥ v = 1) {f : EuclideanSpace ℂ ι} (hf : f ≠ 0) {μ : ℂ}
    (hμ : rdm c v *ᵥ f.ofLp = μ • f.ofLp) : 0 ≤ μ ∧ μ ≤ 1 := by
  have hpos : 0 < ‖f‖ ^ 2 := pow_pos (norm_pos_iff.mpr hf) 2
  obtain ⟨h0, h1⟩ := pauli_bound h f hv
  rw [expect_occupation, hμ, dotProduct_smul, smul_eq_mul, star_dot_self] at h0 h1
  -- divide the Pauli bound by the squared norm of the orbital
  generalize ‖f‖ ^ 2 = r at hpos h0 h1
  simp only [Complex.le_def, Complex.re_mul_ofReal, Complex.im_mul_ofReal, Complex.zero_re,
    Complex.zero_im, Complex.one_re, Complex.one_im, Complex.ofReal_re,
    Complex.ofReal_im] at h0 h1 ⊢
  have him : μ.im = 0 := (mul_eq_zero.mp h0.2.symm).resolve_right hpos.ne'
  exact ⟨⟨le_of_mul_le_mul_right (by linarith [h0.1] : 0 * r ≤ μ.re * r) hpos, him.symm⟩,
    ⟨le_of_mul_le_mul_right (by linarith [h1.1] : μ.re * r ≤ 1 * r) hpos, him⟩⟩

/-- The Jordan-Wigner annihilation matrices of two modes. -/
def jordanWigner : Fin 2 → Matrix (Fin 4) (Fin 4) ℂ :=
  ![!![0, 0, 1, 0; 0, 0, 0, 1; 0, 0, 0, 0; 0, 0, 0, 0],
    !![0, 1, 0, 0; 0, 0, 0, 0; 0, 0, 0, -1; 0, 0, 0, 0]]

/-- The two-mode Jordan-Wigner matrices satisfy the CAR. -/
theorem isCAR_witness : IsCAR jordanWigner := by
  -- expand into entries first, then insert the numbers
  constructor <;> intro i j <;> ext a b <;>
    simp only [Matrix.add_apply, Matrix.mul_apply, Matrix.conjTranspose_apply,
      Fin.sum_univ_four] <;>
    fin_cases i <;> fin_cases j <;> fin_cases a <;> fin_cases b <;>
    simp [jordanWigner]

end

end PauliOccupationBound
```

```lean
#print axioms PauliOccupationBound.occupation_sq
-- 'PauliOccupationBound.occupation_sq' depends on axioms: [propext, Classical.choice, Quot.sound]
#print axioms PauliOccupationBound.pauli_bound_eq_iff
-- 'PauliOccupationBound.pauli_bound_eq_iff' depends on axioms: [propext, Classical.choice, Quot.sound]
#print axioms PauliOccupationBound.natural_occupation_bound
-- 'PauliOccupationBound.natural_occupation_bound' depends on axioms: [propext, Classical.choice, Quot.sound]
```

`smeared_anticomm` and `smeared_car` expand the products into double sums, align the indices with `Finset.sum_comm` and apply the CAR term by term. In `occupation_sq`, the first relation gives $2A^2=0$, hence $A^2=0$; `noncomm_ring` then checks the insertion of the anticommutator between the outer factors.

`occupation_add_hole` is the sum rule for particle and hole weights. `pauli_bound` combines it with positivity of $A^\dagger A$ and of the hole term, without using `occupation_sq`. `pauli_bound_eq_iff` uses the fact that only the zero vector has zero squared norm.

`expect_occupation` rewrites the occupation as the quadratic form of $\gamma$. `natural_occupation_bound` inserts the eigenvalue equation, separates real and imaginary parts, and divides by the positive number $\|f\|^2$. Finally, `isCAR_witness` checks every entry of the relations for explicit two-mode Jordan-Wigner matrices.

For electronic structure, this bounds the natural occupation numbers of any state vector, correlated or not, in a finite orthonormal spin-orbital basis. A spatial orbital with two spin states can hold two electrons. Describing a molecule's electrons in this model involves truncating their one-electron space to such a basis.
